# A linear site potential has zero circulation around every triangle through zero density exactly when its matrix is symmetric

Q: You let a density be any real function on finitely many sites. Real densities are non-negative and have a fixed particle number. Have you not changed the problem?

A: I have chosen the full vector space $\mathbb R^\iota$, where $\iota$ is the finite set of sites. Particle number may vary, as it must on a triangle of non-negative densities with one corner at zero density and another elsewhere. Non-negativity matters less: the triangles that will detect an asymmetry have corners $0$ and two unit site densities, so every density on them is non-negative. A version at fixed particle number would test only directions $d$ with $\sum_i d_i=0$, and this file does not treat it.

```lean
import Mathlib

open Matrix

namespace LinearPotentialCirculation

noncomputable section

variable {ι : Type*} [Fintype ι]
```

Q: And the potential?

A: It is $v(n)=An$ with a real square matrix $A$, so $A_{ij}$ is the response of the potential on site $i$ to density on site $j$. In Lean, `A *ᵥ n` is the matrix-vector product. Linearity is an assumption of the model.

```lean
/-- The model potential `v(n) = A n`, linear in the site density `n`. -/
def potential (A : Matrix ι ι ℝ) (n : ι → ℝ) : ι → ℝ := A *ᵥ n
```

Q: Is the line integral a real integral, or a formula put in by definition?

A: It is a real integral. With `⬝ᵥ` as the sum over sites, the work from $a$ to $b$ is
$$W(a,b)=\int_0^1 v(a+t(b-a))\cdot(b-a)\,dt .$$

```lean
/-- The line integral of `⟨v(n), dn⟩` along the straight segment from `a` to `b`. -/
def segmentWork (v : (ι → ℝ) → ι → ℝ) (a b : ι → ℝ) : ℝ :=
  ∫ t in (0 : ℝ)..1, v (a + t • (b - a)) ⬝ᵥ (b - a)
```

The circulation $C(a,b)$ adds three such works, in the order $0\to a\to b\to 0$.

```lean
/-- The line integral of `⟨v(n), dn⟩` around the triangle `0 → a → b → 0`. -/
def circulation (v : (ι → ℝ) → ι → ℝ) (a b : ι → ℝ) : ℝ :=
  segmentWork v 0 a + segmentWork v a b + segmentWork v b 0
```

Q: What does it mean for $v$ to come from an energy?

A: That some function $E$ satisfies, for all $n$ and $d$,
$$\left.\frac{d}{ds}E(n+sd)\right|_{s=0}=v(n)\cdot d .$$
This is the usual directional definition of a functional derivative, with a sum over sites in place of the integral over space. Nothing else is required of $E$; in particular, the definition does not assume that it is quadratic.

```lean
/-- `v` is the functional derivative of the energy `E`: the rate of change of `E` at `n`
in any direction `d` is `⟨v(n), d⟩`. -/
def IsFunctionalDerivative (v : (ι → ℝ) → ι → ℝ) (E : (ι → ℝ) → ℝ) : Prop :=
  ∀ n d : ι → ℝ, HasDerivAt (fun s : ℝ => E (n + s • d)) (v n ⬝ᵥ d) 0
```

The natural candidate is $E_A(n)=\tfrac12 An\cdot n$.

```lean
/-- The quadratic energy `⟨A n, n⟩ / 2`. -/
def quadraticEnergy (A : Matrix ι ι ℝ) (n : ι → ℝ) : ℝ := (A *ᵥ n) ⬝ᵥ n / 2
```

Q: Then compute the work by hand.

A: Put $d=b-a$. The integrand is $Aa\cdot d+t\,Ad\cdot d$, so
$$W(a,b)=Aa\cdot d+\tfrac12 Ad\cdot d .$$
The Lean proof does the integral with an antiderivative. The first lemma below differentiates $e+cs+\tfrac12qs^2$ at $s=t$ and gets $c+tq$. The second shows that the integrand has this form and applies the fundamental theorem of calculus.

```lean
/-- The derivative of a quadratic polynomial in the path parameter. -/
theorem hasDerivAt_quadratic (e c q t : ℝ) :
    HasDerivAt (fun s : ℝ => e + (c * s + s * s * (q / 2))) (c + t * q) t :=
  ((((hasDerivAt_id' t).const_mul c).fun_add
    (((hasDerivAt_id' t).fun_mul (hasDerivAt_id' t)).mul_const (q / 2))).const_add e).congr_deriv
    (by ring)

/-- The work of the linear potential along a segment, in closed form. -/
theorem segmentWork_potential (A : Matrix ι ι ℝ) (a b : ι → ℝ) :
    segmentWork (potential A) a b =
      (A *ᵥ a) ⬝ᵥ (b - a) + (A *ᵥ (b - a)) ⬝ᵥ (b - a) / 2 := by
  -- along the segment the integrand is affine in the path parameter
  have h : ∀ t : ℝ, potential A (a + t • (b - a)) ⬝ᵥ (b - a) =
      (A *ᵥ a) ⬝ᵥ (b - a) + t * ((A *ᵥ (b - a)) ⬝ᵥ (b - a)) := by
    intro t
    simp only [potential, Matrix.mulVec_add, Matrix.mulVec_smul, add_dotProduct,
      smul_dotProduct, smul_eq_mul]
  unfold segmentWork
  simp_rw [h]
  rw [intervalIntegral.integral_eq_sub_of_hasDerivAt
    (fun t _ => hasDerivAt_quadratic 0 _ _ t)
    (Continuous.intervalIntegrable (by fun_prop) _ _)]
  ring
```

Q: And the three sides together?

A: They are
$$\begin{aligned}
W(0,a)&=\tfrac12Aa\cdot a,\\
W(a,b)&=\tfrac12\left(Ab\cdot b-Aa\cdot a+Aa\cdot b-Ab\cdot a\right),\\
W(b,0)&=-\tfrac12Ab\cdot b .
\end{aligned}$$
The diagonal terms cancel, leaving
$$C(a,b)=\tfrac12\left(Aa\cdot b-Ab\cdot a\right).$$
The Lean proof substitutes the closed form three times, expands the products, and lets `ring` do the cancellation.

```lean
/-- The circulation of `v(n) = A n` around the triangle `0 → a → b → 0` is half the difference of
`⟨A a, b⟩` and `⟨A b, a⟩`. -/
theorem circulation_potential (A : Matrix ι ι ℝ) (a b : ι → ℝ) :
    circulation (potential A) a b = ((A *ᵥ a) ⬝ᵥ b - (A *ᵥ b) ⬝ᵥ a) / 2 := by
  unfold circulation
  rw [segmentWork_potential, segmentWork_potential, segmentWork_potential]
  simp only [Matrix.mulVec_sub, sub_dotProduct, dotProduct_sub, Matrix.mulVec_zero,
    zero_dotProduct, dotProduct_zero]
  ring
```

Q: How does a statement about all triangles reach a single matrix entry?

A: Take $a=e_i$ and $b=e_j$, the unit densities on sites $i$ and $j$, written `Pi.single i 1` and `Pi.single j 1`. Since $Ae_i\cdot e_j=A_{ji}$, the circulation is $(A_{ji}-A_{ij})/2$. If it vanishes for every pair, $A$ is symmetric.

```lean
/-- For unit densities on sites `i` and `j` the circulation is half the difference of the two
mutual response coefficients. -/
theorem circulation_sites [DecidableEq ι] (A : Matrix ι ι ℝ) (i j : ι) :
    circulation (potential A) (Pi.single i 1) (Pi.single j 1) = (A j i - A i j) / 2 := by
  simp [circulation_potential]
```

Q: Now suppose $A$ is symmetric. Where is the energy?

A: Expand the candidate along a line:
$$E_A(n+sd)=E_A(n)+\tfrac s2\left(An\cdot d+Ad\cdot n\right)+\tfrac{s^2}{2}Ad\cdot d .$$
Symmetry gives $Ad\cdot n=An\cdot d$, so the slope at $s=0$ is $An\cdot d=v(n)\cdot d$. In the proof, `hs` is that equality of cross terms, `e` is the expansion, and the quadratic lemma supplies the derivative.

```lean
/-- For a symmetric response, `A n` is the functional derivative of the quadratic energy. -/
theorem quadraticEnergy_derivative {A : Matrix ι ι ℝ} (hA : A.IsSymm) :
    IsFunctionalDerivative (potential A) (quadraticEnergy A) := by
  intro n d
  have hs : (A *ᵥ d) ⬝ᵥ n = (A *ᵥ n) ⬝ᵥ d := by
    rw [dotProduct_comm (A *ᵥ d) n, Matrix.dotProduct_mulVec, ← Matrix.mulVec_transpose, hA.eq]
  -- expand the energy along the line; symmetry merges the two cross terms
  have e : (fun s : ℝ => quadraticEnergy A (n + s • d)) = fun s : ℝ =>
      quadraticEnergy A n + ((A *ᵥ n) ⬝ᵥ d * s + s * s * ((A *ᵥ d) ⬝ᵥ d / 2)) := by
    funext s
    simp only [quadraticEnergy, Matrix.mulVec_add, Matrix.mulVec_smul, add_dotProduct,
      dotProduct_add, smul_dotProduct, dotProduct_smul, smul_eq_mul]
    linear_combination (s / 2) * hs
  rw [e]
  exact (hasDerivAt_quadratic _ _ _ 0).congr_deriv (by simp [potential])
```

Q: For the converse you can't assume that the energy is your quadratic one.

A: I don't. For any $E$ that generates a continuous $v$, the definition applied at the point $a+t(b-a)$ gives
$$\frac{d}{dt}E(a+t(b-a))=v(a+t(b-a))\cdot(b-a).$$
Integrating from $0$ to $1$ yields $W(a,b)=E(b)-E(a)$. The definition speaks only of the derivative at parameter zero, so the Lean proof shifts the parameter by $t$ and uses the chain rule. Continuity of $v$ makes the integrand integrable.

This lemma is not restricted to linear potentials. Adding its three energy differences gives a neighbouring result: every continuous potential derived from an energy has zero circulation around these triangles.

```lean
/-- If a continuous potential is the functional derivative of an energy, its work along a
segment is the energy difference of the end points. -/
theorem segmentWork_eq_energy_difference {v : (ι → ℝ) → ι → ℝ} {E : (ι → ℝ) → ℝ}
    (hv : Continuous v) (hE : IsFunctionalDerivative v E) (a b : ι → ℝ) :
    segmentWork v a b = E b - E a := by
  -- chain rule along the segment, by shifting the path parameter
  have hd : ∀ t : ℝ, HasDerivAt (fun s : ℝ => E (a + s • (b - a)))
      (v (a + t • (b - a)) ⬝ᵥ (b - a)) t := by
    intro t
    have h1 : HasDerivAt (fun s : ℝ => s - t) 1 t := (hasDerivAt_id' t).sub_const t
    have h2 := HasDerivAt.comp_of_eq t (hE (a + t • (b - a)) (b - a)) h1 (sub_self t).symm
    have e : (fun s : ℝ => E (a + s • (b - a))) =
        (fun s : ℝ => E (a + t • (b - a) + s • (b - a))) ∘ fun s : ℝ => s - t := by
      funext s
      simp only [Function.comp_apply]
      congr 1
      module
    rw [e]
    exact h2.congr_deriv (mul_one _)
  have hp : Continuous fun t : ℝ => v (a + t • (b - a)) := hv.comp (by fun_prop)
  have hc : Continuous fun t : ℝ => v (a + t • (b - a)) ⬝ᵥ (b - a) := by
    unfold dotProduct
    exact continuous_finsetSum _ fun i _ =>
      ((continuous_apply i).comp hp).mul continuous_const
  unfold segmentWork
  rw [intervalIntegral.integral_eq_sub_of_hasDerivAt (fun t _ => hd t)
    (hc.intervalIntegrable _ _)]
  simp
```

The linear potential is continuous, so the lemma applies to it.

```lean
/-- The linear potential depends continuously on the density. -/
theorem continuous_potential (A : Matrix ι ι ℝ) : Continuous (potential A) :=
  continuous_const.matrix_mulVec continuous_id
```

Q: So what exactly is the theorem?

A: It is two equivalences for every real square $A$: all the circulations vanish if and only if $A$ is symmetric, and $A$ is symmetric if and only if some energy has $An$ as its functional derivative. The proof goes round a cycle. `h12` uses the site densities, `h23` supplies the quadratic energy, and `h31` cancels the energy differences
$$(E(a)-E(0))+(E(b)-E(a))+(E(0)-E(b))=0 .$$
For density-functional models that prescribe a potential directly, this gives a test of whether an energy stands behind it, within the restriction to potentials linear in the density on finitely many sites and to energies defined for varying particle number. At fixed particle number an asymmetric $A$ does not rule out an energy: on two sites $v(n)=(n_0,n_0)$ has $v(n)\cdot d=0$ whenever $d_0+d_1=0$, so a constant energy serves.

```lean
/-- The circulation of `v(n) = A n` vanishes around every triangle `0, a, b` if and only if `A`
is symmetric, and `A` is symmetric if and only if `v` is the functional derivative of an energy. -/
theorem circulation_zero_iff_symmetric_iff_energy (A : Matrix ι ι ℝ) :
    ((∀ a b, circulation (potential A) a b = 0) ↔ A.IsSymm) ∧
      (A.IsSymm ↔ ∃ E, IsFunctionalDerivative (potential A) E) := by
  classical
  -- triangles spanned by two sites already detect any asymmetry
  have h12 : (∀ a b, circulation (potential A) a b = 0) → A.IsSymm := by
    intro h
    refine Matrix.IsSymm.ext fun i j => ?_
    have hij := h (Pi.single i 1) (Pi.single j 1)
    rw [circulation_sites] at hij
    linarith
  have h23 : A.IsSymm → ∃ E, IsFunctionalDerivative (potential A) E :=
    fun hA => ⟨quadraticEnergy A, quadraticEnergy_derivative hA⟩
  -- energy differences cancel around a closed path
  have h31 : (∃ E, IsFunctionalDerivative (potential A) E) →
      ∀ a b, circulation (potential A) a b = 0 := by
    rintro ⟨E, hE⟩ a b
    have hw := segmentWork_eq_energy_difference (continuous_potential A) hE
    unfold circulation
    rw [hw, hw, hw]
    ring
  exact ⟨⟨h12, fun h => h31 (h23 h)⟩, ⟨h23, fun h => h12 (h31 h)⟩⟩
```

Q: Does the potential then fix the energy?

A: Up to its value at zero density. Integrating from $0$ to $n$ gives
$$E(n)=E(0)+\tfrac12v(n)\cdot n .$$
The Lean name mentions a virial, but the path scales the amplitude of the density. The virial relation of density-functional theory comes from scaling the coordinates, and these sites have none.

```lean
/-- Every energy whose functional derivative is `v(n) = A n` equals its value at zero density
plus half of `⟨v(n), n⟩`. -/
theorem energy_from_virial {A : Matrix ι ι ℝ} {E : (ι → ℝ) → ℝ}
    (hE : IsFunctionalDerivative (potential A) E) (n : ι → ℝ) :
    E n = E 0 + potential A n ⬝ᵥ n / 2 := by
  have h := segmentWork_eq_energy_difference (continuous_potential A) hE 0 n
  rw [segmentWork_potential] at h
  simp only [Matrix.mulVec_zero, zero_dotProduct, sub_zero, zero_add] at h
  unfold potential
  linarith
```

Q: What is the smallest system in which this can fail?

A: Two sites. On one site $A$ is a single number, hence symmetric, and an energy always exists. On two sites, labelled $0$ and $1$, take $v(n)=(-n_1,n_0)$. For $a=(1,0)$ and $b=(0,1)$ we have $Aa\cdot b=1$ and $Ab\cdot a=-1$, so the circulation is $1$. An energy would force it to be $0$, so there is none.

```lean
/-- On two sites, the response with rows `(0, -1)` and `(1, 0)` has circulation one around the
triangle `0 → (1, 0) → (0, 1) → 0`, and its potential is not the functional derivative of any
energy. -/
theorem antisymmetric_two_site :
    circulation (potential !![0, -1; 1, 0]) ![1, 0] ![0, 1] = 1 ∧
      ¬ ∃ E, IsFunctionalDerivative (potential !![0, -1; 1, 0]) E := by
  have h : circulation (potential !![0, -1; 1, 0]) ![1, 0] ![0, 1] = 1 := by
    rw [circulation_potential]
    norm_num [Matrix.mulVec, dotProduct, Fin.sum_univ_succ]
  refine ⟨h, fun hE => ?_⟩
  have hm := circulation_zero_iff_symmetric_iff_energy !![(0 : ℝ), -1; 1, 0]
  have h0 := hm.1.mpr (hm.2.mpr hE) ![1, 0] ![0, 1]
  linarith

end

end LinearPotentialCirculation
```

```lean
#print axioms LinearPotentialCirculation.circulation_zero_iff_symmetric_iff_energy
-- 'LinearPotentialCirculation.circulation_zero_iff_symmetric_iff_energy' depends on axioms: [propext, Classical.choice, Quot.sound]
#print axioms LinearPotentialCirculation.energy_from_virial
-- 'LinearPotentialCirculation.energy_from_virial' depends on axioms: [propext, Classical.choice, Quot.sound]
#print axioms LinearPotentialCirculation.antisymmetric_two_site
-- 'LinearPotentialCirculation.antisymmetric_two_site' depends on axioms: [propext, Classical.choice, Quot.sound]
```
